# Double sums of f(g⁻¹h) over a finite group, with one term per double coset when f is constant on each

A matrix element of a symmetry-invariant one-electron operator between two totally symmetric orbitals, each the sum of the images of a starting orbital under a finite symmetry group, can contain many integrals that symmetry makes equal, and a program can save work by computing one of them in place of several. Here the choice of integrals is given by a finite set R of symmetry operations with exactly one element from each double coset AxB = {axb : a ∈ A, b ∈ B}, where A and B are subgroups that leave the first and the second starting orbital unchanged. R is otherwise arbitrary, so the result holds for whichever representatives a program happens to pick.

Let A and B be subgroups of a finite group G, and let f be a complex function on G with f(axb) = f(x) for all a ∈ A, b ∈ B and x ∈ G. Then

Σ_g Σ_h f(g⁻¹h) = |G| Σ_{x∈R} w(x) f(x),

w(x) = |A||B| / |A ∩ xBx⁻¹|.

## Integrals between symmetrised orbitals

In an electronic-structure code with a finite basis, let the matrices U(g) represent the group on orbital coefficients, and let H be a one-electron matrix with U(g)ᴴ H U(g) = H, where ᴴ is the conjugate transpose. Take an orbital u fixed by A, an orbital v fixed by B, and their sums S_u = Σ_g U(g)u and S_v = Σ_g U(g)v. The identity gives

⟨S_u|H|S_v⟩ = |G| Σ_{x∈R} w(x) ⟨u|H|U(x)v⟩.

A program can find R and the weights by running through the operations. At each x not yet marked, it marks every product axb, stores x, and stores the number of operations newly marked at this step, which is w(x). It then evaluates one integral per stored x, adds these integrals with their weights, and multiplies the total by |G|.

For a three-membered Hückel ring with site energy α and hopping β, let G be all six site permutations and u = v one site orbital. Its stabilizer has order 2, and there are two double cosets, with weights 2 and 4 and integrals α and β. The matrix element is 6(2α + 4β) = 12α + 24β. The squared norm of S_u is 12, so the normalised value is α + 2β, the energy of the totally symmetric orbital.

## Counting a double coset and collecting equal terms

Two pairs (a, b) and (a′, b′) in A × B give the same element, a′xb′ = axb, exactly when c = a⁻¹a′ satisfies x⁻¹cx = b b′⁻¹. Then c lies in A ∩ xBx⁻¹, and

a′ = ac, b′ = (x⁻¹cx)⁻¹b.

Conversely, every c in A ∩ xBx⁻¹ gives such a pair. Each element of AxB therefore arises from |A ∩ xBx⁻¹| pairs, so

|AxB| · |A ∩ xBx⁻¹| = |A||B|, that is, |AxB| = w(x).

For fixed g, the product k = g⁻¹h runs once through G as h does. The double sum is therefore |G| Σ_k f(k). The double cosets partition G and f is constant on each, so Σ_k f(k) = Σ_{x∈R} |AxB| f(x). This is the identity.

For the matrix element, set f(x) = ⟨u|H|U(x)v⟩. Since U(h) = U(g)U(g⁻¹h), invariance of H gives

⟨U(g)u|H|U(h)v⟩ = ⟨u|H|U(g⁻¹h)v⟩ = f(g⁻¹h).

The required symmetry of f follows from U(b)v = v, U(a)u = u and invariance again:

f(axb) = ⟨u|H|U(a)U(x)v⟩ = ⟨U(a)u|H|U(a)U(x)v⟩ = f(x).

The weights are also forced. If other weights w′ served every such f, the indicator function of AxB would give |G| w′(x) = |G| w(x) for each x in R.

## The Lean file

```lean
import Mathlib

open Matrix

namespace DoubleCosetReduction

noncomputable section

variable {G : Type*} [Group G]

/-- Two operations `x` and `g` are linked when `g = a x b` with `a` in `A` and `b` in `B`,
that is, when they lie in the same double coset. -/
def Linked (A B : Subgroup G) (x g : G) : Prop :=
  ∃ a ∈ A, ∃ b ∈ B, g = a * x * b

/-- The finite set `R` contains exactly one element of every `A`-`B` double coset. -/
def IsRepresentatives (A B : Subgroup G) (R : Finset G) : Prop :=
  ∀ g, ∃! x, x ∈ R ∧ Linked A B x g

/-- The subgroup `A ∩ x B x⁻¹`. -/
def common (A B : Subgroup G) (x : G) : Subgroup G :=
  A ⊓ B.map (MulAut.conj x).toMonoidHom

/-- The weight `|A| |B| / |A ∩ x B x⁻¹|` of the operation `x`, for a finite group. -/
def weight (A B : Subgroup G) (x : G) : ℂ :=
  (Nat.card A : ℂ) * Nat.card B / Nat.card (common A B x)

/-- An operation `c` lies in `A ∩ x B x⁻¹` exactly when `c` is in `A` and `x⁻¹ c x` is in `B`. -/
theorem mem_common (A B : Subgroup G) (x c : G) :
    c ∈ common A B x ↔ c ∈ A ∧ x⁻¹ * c * x ∈ B := by
  rw [common, Subgroup.mem_inf, Subgroup.mem_map]
  constructor
  · rintro ⟨ha, b, hb, rfl⟩
    exact ⟨ha, by simpa [mul_assoc] using hb⟩
  · rintro ⟨ha, hb⟩
    exact ⟨ha, x⁻¹ * c * x, hb, by simp [mul_assoc]⟩

/-- Lying in the same double coset is an equivalence relation. -/
theorem linked_equivalence (A B : Subgroup G) : Equivalence (Linked A B) where
  refl x := ⟨1, A.one_mem, 1, B.one_mem, by simp⟩
  symm := by
    rintro x y ⟨a, ha, b, hb, rfl⟩
    exact ⟨a⁻¹, A.inv_mem ha, b⁻¹, B.inv_mem hb, by group⟩
  trans := by
    rintro x y z ⟨a, ha, b, hb, rfl⟩ ⟨c, hc, d, hd, rfl⟩
    exact ⟨c * a, A.mul_mem hc ha, b * d, B.mul_mem hb hd, by group⟩

/-- Every finite group has a set of double-coset representatives for any two subgroups. -/
theorem exists_representatives [Fintype G] (A B : Subgroup G) :
    ∃ R : Finset G, IsRepresentatives A B R := by
  classical
  let s : Setoid G := ⟨Linked A B, linked_equivalence A B⟩
  refine ⟨Finset.univ.image fun g => (Quotient.mk s g).out, fun g => ?_⟩
  refine ⟨(Quotient.mk s g).out, ⟨Finset.mem_image_of_mem _ (Finset.mem_univ g),
    Quotient.exact (Quotient.out_eq (Quotient.mk s g))⟩, ?_⟩
  rintro y ⟨hy, hyg⟩
  obtain ⟨k, -, rfl⟩ := Finset.mem_image.1 hy
  have h : Quotient.mk s (Quotient.mk s k).out = Quotient.mk s g := Quotient.sound hyg
  rw [Quotient.out_eq] at h
  exact congrArg Quotient.out h

/-- The number of operations in the double coset `A x B`, times the order of `A ∩ x B x⁻¹`,
is the product of the orders of `A` and `B`. -/
theorem card_doubleCoset (A B : Subgroup G) (x : G) :
    Nat.card {g // Linked A B x g} * Nat.card (common A B x) = Nat.card A * Nat.card B := by
  have key : ∀ y : {g // Linked A B x g}, ∃ p : A × B, (y : G) = p.1 * x * p.2 := by
    rintro ⟨y, a, ha, b, hb, h⟩
    exact ⟨(⟨a, ha⟩, ⟨b, hb⟩), h⟩
  choose p hp using key
  -- an element of the double coset and a common operation give a pair in A × B
  let F : {g // Linked A B x g} × common A B x → A × B := fun q =>
    ((p q.1).1 * ⟨q.2, ((mem_common A B x _).1 q.2.2).1⟩,
      (⟨x⁻¹ * q.2 * x, ((mem_common A B x _).1 q.2.2).2⟩ : B)⁻¹ * (p q.1).2)
  have hF : ∀ q, ((F q).1 : G) * x * (F q).2 = q.1 := by
    intro q
    refine Eq.trans ?_ (hp q.1).symm
    simp only [F, Subgroup.coe_mul, Subgroup.coe_inv]
    group
  rw [← Nat.card_prod, ← Nat.card_prod]
  refine Nat.card_eq_of_bijective F ⟨?_, ?_⟩
  · rintro ⟨y, c⟩ ⟨z, d⟩ h
    have hyz : y = z :=
      Subtype.ext ((hF (y, c)).symm.trans (by rw [h]; exact hF (z, d)))
    subst hyz
    have h1 : ((p y).1 : G) * c = (p y).1 * d := congrArg (fun t => (t.1 : G)) h
    exact Prod.ext rfl (Subtype.ext (mul_left_cancel h1))
  · rintro ⟨a, b⟩
    obtain ⟨y, hy0⟩ : ∃ y : {g // Linked A B x g}, (y : G) = a * x * b :=
      ⟨⟨_, a, a.2, b, b.2, rfl⟩, rfl⟩
    have hy : (a : G) * x * b = (p y).1 * x * (p y).2 := hy0.symm.trans (hp y)
    have hc : x⁻¹ * (((p y).1 : G)⁻¹ * a) * x = (p y).2 * (b : G)⁻¹ := by
      calc x⁻¹ * (((p y).1 : G)⁻¹ * a) * x
          = x⁻¹ * ((p y).1 : G)⁻¹ * (a * x * b) * (b : G)⁻¹ := by group
        _ = (p y).2 * (b : G)⁻¹ := by rw [hy]; group
    have hm : ((p y).1 : G)⁻¹ * a ∈ common A B x :=
      (mem_common A B x _).2 ⟨A.mul_mem (A.inv_mem (p y).1.2) a.2,
        by rw [hc]; exact B.mul_mem (p y).2.2 (B.inv_mem b.2)⟩
    refine ⟨(y, ⟨_, hm⟩), Prod.ext (Subtype.ext ?_) (Subtype.ext ?_)⟩
    · change ((p y).1 : G) * (((p y).1 : G)⁻¹ * a) = a
      group
    · change (x⁻¹ * (((p y).1 : G)⁻¹ * a) * x)⁻¹ * ((p y).2 : G) = b
      rw [hc]
      group

/-- Double-coset reduction: if `f (a x b) = f x` for `a` in `A` and `b` in `B`, the sum of
`f (g⁻¹ h)` over all pairs is `|G|` times a weighted sum over double-coset representatives. -/
theorem doubleCoset_reduction [Fintype G] {A B : Subgroup G} {R : Finset G}
    (hR : IsRepresentatives A B R) (f : G → ℂ)
    (hf : ∀ a ∈ A, ∀ b ∈ B, ∀ x, f (a * x * b) = f x) :
    ∑ g, ∑ h, f (g⁻¹ * h) = Nat.card G * ∑ x ∈ R, weight A B x * f x := by
  classical
  -- the inner sum does not depend on g
  have hshift : ∀ g : G, ∑ h, f (g⁻¹ * h) = ∑ x, f x :=
    fun g => Equiv.sum_comp (Equiv.mulLeft g⁻¹) f
  simp only [hshift, Finset.sum_const, Finset.card_univ, nsmul_eq_mul,
    Nat.card_eq_fintype_card]
  congr 1
  -- sort the operations by the representative of their double coset
  choose r hrR hrL using fun g => (hR g).exists
  rw [← Finset.sum_fiberwise_of_maps_to (fun g _ => hrR g) f]
  refine Finset.sum_congr rfl fun x hx => ?_
  have hfib : Finset.univ.filter (fun g => r g = x)
      = Finset.univ.filter (fun g => Linked A B x g) := by
    ext g
    simp only [Finset.mem_filter, Finset.mem_univ, true_and]
    exact ⟨fun h => h ▸ hrL g, fun h => (hR g).unique ⟨hrR g, hrL g⟩ ⟨hx, h⟩⟩
  have hconst : ∀ g ∈ Finset.univ.filter (fun g => Linked A B x g), f g = f x := by
    intro g hg
    obtain ⟨a, ha, b, hb, rfl⟩ := (Finset.mem_filter.1 hg).2
    exact hf a ha b hb x
  rw [hfib, Finset.sum_congr rfl hconst, Finset.sum_const, nsmul_eq_mul]
  congr 1
  have hC : (Nat.card (common A B x) : ℂ) ≠ 0 := Nat.cast_ne_zero.2 Nat.card_pos.ne'
  have hcard := card_doubleCoset A B x
  rw [Nat.card_eq_fintype_card, Fintype.card_subtype] at hcard
  rw [weight, eq_div_iff hC]
  exact_mod_cast hcard

/-- The weights are forced: if weights `w` reproduce the double sum for every `f` with
`f (a x b) = f x`, they equal `|A| |B| / |A ∩ x B x⁻¹|` on the representatives. -/
theorem weight_unique [Fintype G] {A B : Subgroup G} {R : Finset G}
    (hR : IsRepresentatives A B R) (w : G → ℂ)
    (hw : ∀ f : G → ℂ, (∀ a ∈ A, ∀ b ∈ B, ∀ x, f (a * x * b) = f x) →
      ∑ g, ∑ h, f (g⁻¹ * h) = Nat.card G * ∑ x ∈ R, w x * f x) :
    ∀ x ∈ R, w x = weight A B x := by
  classical
  intro x hx
  have E := linked_equivalence A B
  -- test with the indicator function of the double coset of x
  let f : G → ℂ := fun y => if Linked A B x y then 1 else 0
  have hf : ∀ a ∈ A, ∀ b ∈ B, ∀ y, f (a * y * b) = f y := by
    intro a ha b hb y
    have hl : Linked A B y (a * y * b) := ⟨a, ha, b, hb, rfl⟩
    have hiff : Linked A B x (a * y * b) ↔ Linked A B x y :=
      ⟨fun h => E.trans h (E.symm hl), fun h => E.trans h hl⟩
    simp only [f, hiff]
  have pick : ∀ v : G → ℂ, ∑ y ∈ R, v y * f y = v x := by
    intro v
    rw [Finset.sum_eq_single x]
    · simp [f, E.refl x]
    · intro y hy hne
      have hn : ¬ Linked A B x y :=
        fun h => hne ((hR y).unique ⟨hy, E.refl y⟩ ⟨hx, h⟩)
      simp [f, hn]
    · exact fun h => absurd hx h
  have h1 := (hw f hf).symm.trans (doubleCoset_reduction hR f hf)
  rw [pick, pick] at h1
  exact mul_left_cancel₀ (Nat.cast_ne_zero.2 Nat.card_pos.ne') h1

variable {n : Type*} [Fintype n] [DecidableEq n]

/-- The sum of the images `U g u` of the orbital `u`, with one term for each operation `g`. -/
def orbitSum [Fintype G] (U : G →* Matrix n n ℂ) (u : n → ℂ) : n → ℂ :=
  ∑ g, U g *ᵥ u

/-- For a matrix `H` invariant under the group, and orbitals `u`, `v` fixed by `A` and `B`, the
matrix element between their orbit sums is `|G|` times a weighted sum with one integral per double
coset. -/
theorem matrixElement_reduction [Fintype G] {A B : Subgroup G} {R : Finset G}
    (hR : IsRepresentatives A B R) (U : G →* Matrix n n ℂ) (H : Matrix n n ℂ)
    (hH : ∀ g, (U g)ᴴ * H * U g = H) (u v : n → ℂ)
    (hu : ∀ a ∈ A, U a *ᵥ u = u) (hv : ∀ b ∈ B, U b *ᵥ v = v) :
    star (orbitSum U u) ⬝ᵥ (H *ᵥ orbitSum U v)
      = Nat.card G * ∑ x ∈ R, weight A B x * (star u ⬝ᵥ (H *ᵥ (U x *ᵥ v))) := by
  -- moving both orbitals by the same operation changes nothing
  have E : ∀ g s t, star (U g *ᵥ s) ⬝ᵥ (H *ᵥ (U g *ᵥ t)) = star s ⬝ᵥ (H *ᵥ t) := by
    intro g s t
    rw [Matrix.star_mulVec, ← Matrix.dotProduct_mulVec]
    simp only [Matrix.mulVec_mulVec, ← Matrix.mul_assoc]
    rw [hH g]
  rw [← doubleCoset_reduction hR (fun x => star u ⬝ᵥ (H *ᵥ (U x *ᵥ v)))]
  · have hL : ∀ (F : G → n → ℂ) (w : n → ℂ), (∑ g, F g) ⬝ᵥ w = ∑ g, F g ⬝ᵥ w := by
      intro F w
      simp only [dotProduct, Finset.sum_apply, Finset.sum_mul]
      exact Finset.sum_comm
    have hS : H *ᵥ (∑ h, U h *ᵥ v) = ∑ h, H *ᵥ (U h *ᵥ v) := map_sum H.mulVecLin _ _
    rw [orbitSum, orbitSum, star_sum, hL, hS]
    refine Finset.sum_congr rfl fun g _ => ?_
    rw [dotProduct_comm, hL]
    refine Finset.sum_congr rfl fun h _ => ?_
    have hgh : U h *ᵥ v = U g *ᵥ (U (g⁻¹ * h) *ᵥ v) := by
      rw [Matrix.mulVec_mulVec, ← map_mul, mul_inv_cancel_left]
    rw [dotProduct_comm, hgh, E]
  · intro a ha b hb x
    have hx : U (a * x * b) *ᵥ v = U a *ᵥ (U x *ᵥ v) := by
      rw [map_mul, map_mul, ← Matrix.mulVec_mulVec, hv b hb, ← Matrix.mulVec_mulVec]
    have h := E a u (U x *ᵥ v)
    rw [hu a ha] at h
    simpa only [hx] using h

/-- The matrices that permute three equivalent sites. -/
def sitePermutation : Equiv.Perm (Fin 3) →* Matrix (Fin 3) (Fin 3) ℂ where
  toFun σ := Matrix.of fun i j => if i = σ j then 1 else 0
  map_one' := by
    ext i j
    simp [Matrix.one_apply]
    split_ifs with h
    · exact if_pos h
    · exact if_neg h
  map_mul' σ τ := by
    ext i j
    simp [Matrix.mul_apply]
    split_ifs with h
    · exact if_pos h
    · exact if_neg h

/-- The Hückel matrix of a three-membered ring, with site energy `α` and hopping `β`. -/
def huckel (α β : ℂ) : Matrix (Fin 3) (Fin 3) ℂ :=
  Matrix.of fun i j => if i = j then α else β

/-- The three-site Hückel matrix is invariant under all site permutations, and each site orbital
is fixed by the stabilizer of its site. -/
theorem matrixElement_reduction_witness (α β : ℂ) :
    (∀ σ, (sitePermutation σ)ᴴ * huckel α β * sitePermutation σ = huckel α β) ∧
    ∀ s : Fin 3, ∀ σ ∈ MulAction.stabilizer (Equiv.Perm (Fin 3)) s,
      sitePermutation σ *ᵥ Pi.single s 1 = Pi.single s 1 := by
  constructor
  · intro σ
    have hU : (sitePermutation σ)ᴴ = Matrix.of fun i j => if j = σ i then 1 else 0 := by
      ext i j
      by_cases h : j = σ i <;> simp [sitePermutation, h]
    rw [hU]
    ext i j
    have h : ((Matrix.of fun i j => if j = σ i then (1 : ℂ) else 0) * huckel α β
        * sitePermutation σ) i j = huckel α β (σ i) (σ j) := by
      simp [sitePermutation, Matrix.mul_apply]
    rw [h]
    simp [huckel]
  · intro s σ hσ
    have h : σ s = s := hσ
    ext i
    simp [sitePermutation, Pi.single_apply, h]

end

end DoubleCosetReduction
```

```lean
#print axioms DoubleCosetReduction.exists_representatives
-- 'DoubleCosetReduction.exists_representatives' depends on axioms: [propext, Classical.choice, Quot.sound]
#print axioms DoubleCosetReduction.doubleCoset_reduction
-- 'DoubleCosetReduction.doubleCoset_reduction' depends on axioms: [propext, Classical.choice, Quot.sound]
#print axioms DoubleCosetReduction.weight_unique
-- 'DoubleCosetReduction.weight_unique' depends on axioms: [propext, Classical.choice, Quot.sound]
#print axioms DoubleCosetReduction.matrixElement_reduction
-- 'DoubleCosetReduction.matrixElement_reduction' depends on axioms: [propext, Classical.choice, Quot.sound]
```

## How the Lean objects correspond to the physics

`Linked A B x g` says that g lies in AxB, and `IsRepresentatives A B R` says that every g is linked to exactly one member of R. `exists_representatives` shows that such a set always exists. `common` is the subgroup A ∩ xBx⁻¹, and `weight` is w(x) as a complex number.

In `matrixElement_reduction`, `U` is a representation by complex matrices, `hH` is the invariance of H, and `hu` and `hv` say that A fixes u and B fixes v. The expression `star u ⬝ᵥ (H *ᵥ v)` is ⟨u|H|v⟩, conjugate-linear in u. The matrices U(g) need not be unitary, which admits a non-orthogonal basis, and H need not be Hermitian. Invariance is the only condition on H, so an invariant overlap matrix can take its place when norms are computed.

The name `orbitSum` differs from common use: it adds one image per operation, not one per distinct image. If A is the full stabilizer of u, the result is |A| times the sum over distinct images.

## From a chosen factorisation to a bijection

`card_doubleCoset` proves the counting formula, with `choose` as its central device. Every y in AxB has some factorisation y = a x b, but usually no preferred one. `choose p hp` turns this existence statement into a function `p` that returns one pair for each y, together with the proof `hp` that the pair works. The map `F` then sends (y, c) to the pair (ac, (x⁻¹cx)⁻¹b) of the derivation. `hF` checks that this pair still produces y, and the rest shows that `F` is a bijection onto A × B.

`doubleCoset_reduction` uses `choose` again to obtain a map `r` from each operation to its representative. `hshift` removes g from the inner sum, `Finset.sum_fiberwise_of_maps_to` sorts the remaining sum by the value of `r`, and `hconst` replaces f by a constant on each part. `weight_unique` inserts the indicator function, and `matrixElement_reduction` applies the identity to f(x) = ⟨u|H|U(x)v⟩.

## Scope of the reduction

The orbital result concerns a finite group, a finite basis and totally symmetric sums. Other irreducible representations and two-electron integrals are not treated here. A and B may be smaller than the full stabilizers; the formula stays correct but may contain more terms.

`matrixElement_reduction_witness` establishes the invariance and stabilizer conditions for the Hückel ring; the energy above is then simple arithmetic. To apply the result to a molecule, one takes for H the integrals of a symmetry-invariant one-electron operator, and for U the action of the spatial symmetries on a basis whose span they preserve. The file does not carry out this identification.
